# Mott and charge-ordered ground states of the half-filled extended Hubbard ring at zero hopping, for even length and \(V\ge 0\)

Each site \(i\) of the ring is assigned one bond, the one to site \(i+1\), with site labels taken modulo the length \(L\). The energy is then a single sum over sites, with an on-site term and a bond term for each \(i\). Without hopping, the site occupations \(n_i\in\{0,1,2\}\) are conserved, and the energy depends only on them:

\[
E(n)=\sum_i\left[\frac{U}{2}\,n_i(n_i-1)+V\,n_i n_{i+1}\right].
\]

Here \(U\) is the energy of a doubly occupied site and \(V\) is the repulsion between electrons on neighbouring sites. Half filling means \(\sum_i n_i=L\). For even \(L\) and \(V\ge 0\), the claim is

\[
\min_n E(n)=L\min(V,U/2).
\]

The Mott state, with one electron per site, has energy \(LV\). The two charge-ordered states, with two electrons on every other site, have energy \(LU/2\). These energies cross at \(U=2V\).

## Completing the square at half filling

Let \(x_i=n_i-1\), so that \(\sum_i x_i=0\). The two parts of the energy become

\[
\frac{n_i(n_i-1)}{2}=\frac{x_i^2+x_i}{2},\qquad
n_in_{i+1}=1+x_i+x_{i+1}+x_ix_{i+1},
\]

and the product can be written with squares:

\[
x_ix_{i+1}=\tfrac12\left[(x_i+x_{i+1})^2-x_i^2-x_{i+1}^2\right].
\]

Define the site and bond fluctuations

\[
Q=\sum_i(n_i-1)^2,\qquad B=\sum_i(n_i+n_{i+1}-2)^2 .
\]

In the sum over the ring the linear terms vanish, and \(\sum_i x_{i+1}^2=\sum_i x_i^2=Q\). Hence

\[
E=LV+\left(\frac U2-V\right)Q+\frac V2\,B .
\]

Each \(n_i-1\) is \(-1\), \(0\) or \(1\), so \(0\le Q\le L\), and clearly \(B\ge 0\). If \(V\le U/2\), both fluctuation terms are non-negative and \(E\ge LV\). If \(V\ge U/2\), the coefficient of \(Q\) is not positive, so \(Q\le L\) gives \(E\ge LV+(U/2-V)L=LU/2\). The Mott state has \(Q=B=0\) and the charge-ordered states have \(Q=L\), \(B=0\), so both bounds are attained.

The minimisers follow from the same identity.

- For \(U>2V\), equality requires \(Q=0\), which is the Mott state.
- For \(U<2V\) and \(V>0\), write \(E-LU/2=(V-U/2)(L-Q)+VB/2\). Equality requires \(B=0\) and \(Q=L\).
- For \(U=2V>0\), equality requires only \(B=0\).

If \(B=0\), then \(n_{i+1}=2-n_i\) on every bond, and \(n_0\) determines the whole configuration. The values \(n_0=1,2,0\) give the Mott state and the two charge-ordered states.

## Two sites, and a zero-hopping check of a program

For \(L=2\) the half-filled occupations are \((1,1)\), \((2,0)\) and \((0,2)\), so the three named states are the only ones. The sum visits the same pair of sites twice, and the energies are \(2V\), \(U\) and \(U\). A program that lists each pair of neighbours once would instead give \(V\), \(U\) and \(U\), with the crossing at \(U=V\).

In an exact-diagonalisation program for the finite ring, setting the hopping to zero leaves a Hamiltonian that is diagonal in the occupation basis. For even \(L\) and \(V\ge 0\), its lowest diagonal entry in the sector with \(L\) electrons should be \(L\min(V,U/2)\). With \(0<V<U/2\) the expected value is \(LV\), and a program that omits the periodic bond gives a lower one. With \(U<2V\) the expected value \(LU/2\) tests the on-site term but does not contain \(V\), and the missing bond can go unnoticed. When spin is included, the single Mott occupation pattern corresponds to \(2^L\) basis states, while each charge-ordered pattern corresponds to one.

## Occupations, energy and fluctuations in Lean

```lean
import Mathlib

open Finset

namespace ExtendedHubbardAtomicLimit

noncomputable section

variable {L : ℕ} [NeZero L]
```

The sites are the elements of `ZMod L`, where `i + 1` is automatically the periodic neighbour. The length is nonzero, so an even ring has at least two sites.

```lean
/-- Half-filled occupations of the ring: at most two electrons per site, `L` electrons in all. -/
def Admissible (n : ZMod L → ℕ) : Prop :=
  (∀ i, n i ≤ 2) ∧ ∑ i, n i = L
```

`Admissible n` expresses the Pauli limit of two electrons per site and half filling. Spin does not appear.

```lean
/-- Energy of the extended Hubbard ring without hopping: on-site repulsion `U` and
nearest-neighbour repulsion `V`. -/
def energy (U V : ℝ) (n : ZMod L → ℕ) : ℝ :=
  ∑ i, (U * n i * ((n i : ℝ) - 1) / 2 + V * n i * n (i + 1))
```

The occupations are natural numbers, but the energy is computed in the reals, so \(n_i-1\) is \(-1\) on an empty site.

```lean
/-- Total squared deviation of the site occupations from one. -/
def siteFluct (n : ZMod L → ℕ) : ℝ := ∑ i, ((n i : ℝ) - 1) ^ 2

/-- Total squared deviation of the bond occupations from two. -/
def bondFluct (n : ZMod L → ℕ) : ℝ := ∑ i, ((n i : ℝ) + n (i + 1) - 2) ^ 2
```

These are \(Q\) and \(B\).

```lean
/-- The Mott state: one electron on every site. -/
def mott (L : ℕ) : ZMod L → ℕ := fun _ => 1

/-- The charge-ordered state: two electrons on each site whose residue modulo 2 is `s`,
none on the other sites. -/
def chargeOrder (L : ℕ) (s : ZMod 2) : ZMod L → ℕ :=
  fun i => if (ZMod.cast i : ZMod 2) = s then 2 else 0
```

The parameter `s` selects the doubly occupied sublattice: `chargeOrder L 0` fills the even sites and `chargeOrder L 1` the odd ones. The definition makes sense for any \(L\), but the pattern alternates all the way around only when \(L\) is even.

## The energy identity and the bound on \(Q\)

```lean
/-- At half filling the energy is a constant plus a site term and a bond term, both built
from squares. -/
theorem energy_eq_fluct (U V : ℝ) {n : ZMod L → ℕ} (hn : Admissible n) :
    energy U V n = L * V + (U / 2 - V) * siteFluct n + V / 2 * bondFluct n := by
  have hs : ∑ i, (n i : ℝ) = L := by exact_mod_cast hn.2
  have hm : ∑ i, ((n i : ℝ) - 1) = 0 := by
    rw [Finset.sum_sub_distrib, hs, Finset.sum_const, Finset.card_univ, ZMod.card]
    simp
  -- translation by one site does not change a sum over the ring
  have hm' : ∑ i, ((n (i + 1) : ℝ) - 1) = 0 :=
    (Equiv.sum_comp (Equiv.addRight (1 : ZMod L)) (fun i => (n i : ℝ) - 1)).trans hm
  have hq : ∑ i, ((n (i + 1) : ℝ) - 1) ^ 2 = ∑ i, ((n i : ℝ) - 1) ^ 2 :=
    Equiv.sum_comp (Equiv.addRight (1 : ZMod L)) (fun i => ((n i : ℝ) - 1) ^ 2)
  have key : energy U V n = ∑ i, (V + (U / 2 - V) * ((n i : ℝ) - 1) ^ 2
      + V / 2 * ((n i : ℝ) + n (i + 1) - 2) ^ 2 + (U / 2 + V) * ((n i : ℝ) - 1)
      + V * ((n (i + 1) : ℝ) - 1) + V / 2 * ((n i : ℝ) - 1) ^ 2
      + (-(V / 2)) * ((n (i + 1) : ℝ) - 1) ^ 2) := by
    unfold energy
    refine Finset.sum_congr rfl fun i _ => ?_
    ring
  rw [key]
  simp only [Finset.sum_add_distrib, ← Finset.mul_sum]
  rw [hm, hm', hq, Finset.sum_const, Finset.card_univ, ZMod.card, nsmul_eq_mul]
  unfold siteFluct bondFluct
  ring
```

The facts `hm` and `hm'` say that the linear terms sum to zero, and `hq` says that shifting the ring by one site leaves \(Q\) unchanged. The step `key` is the square completion for a single summand, including the terms that cancel only after summation; `ring` verifies it. The identity needs neither even length nor a sign for \(U\) or \(V\).

```lean
/-- The site fluctuation of a half-filled occupation is at most the number of sites. -/
theorem siteFluct_le {n : ZMod L → ℕ} (hn : Admissible n) : siteFluct n ≤ L := by
  calc siteFluct n ≤ ∑ _i : ZMod L, (1 : ℝ) := by
        refine Finset.sum_le_sum fun i _ => ?_
        have h2 : (n i : ℝ) ≤ 2 := by exact_mod_cast hn.1 i
        have h0 : (0 : ℝ) ≤ n i := Nat.cast_nonneg _
        nlinarith [mul_nonneg h0 (sub_nonneg.2 h2)]
    _ = L := by simp [ZMod.card]
```

Each summand satisfies \((n_i-1)^2\le 1\), which is equivalent to \(n_i(2-n_i)\ge 0\). That product is what `nlinarith` receives.

## Energies of the candidate states

```lean
/-- The Mott state is half filled and has energy `L V`. -/
theorem mott_spec (U V : ℝ) :
    Admissible (mott L) ∧ energy U V (mott L) = L * V := by
  refine ⟨⟨fun i => by simp [mott], by simp [mott, ZMod.card]⟩, ?_⟩
  simp [energy, mott, ZMod.card]
```

The Mott energy follows directly from the definition.

```lean
omit [NeZero L] in
/-- On an even ring, neighbouring sites of a charge-ordered state hold two electrons together. -/
theorem chargeOrder_bond (hL : Even L) (s : ZMod 2) (i : ZMod L) :
    chargeOrder L s i + chargeOrder L s (i + 1) = 2 := by
  have h : (ZMod.cast (i + 1) : ZMod 2) = ZMod.cast i + 1 := by
    rw [ZMod.cast_add hL.two_dvd, ZMod.cast_one hL.two_dvd]
  unfold chargeOrder
  rw [h]
  generalize (ZMod.cast i : ZMod 2) = c
  revert c s
  decide
```

Even length enters here. Reducing a site label modulo 2 is compatible with adding one around the ring only if 2 divides \(L\). Neighbouring sites then lie on opposite sublattices, and `decide` checks the remaining cases.

```lean
/-- On an even ring, each charge-ordered state is half filled and has energy `L U / 2`. -/
theorem chargeOrder_spec (hL : Even L) (U V : ℝ) (s : ZMod 2) :
    Admissible (chargeOrder L s) ∧ energy U V (chargeOrder L s) = L * (U / 2) := by
  have hadm : Admissible (chargeOrder L s) := by
    refine ⟨fun i => by unfold chargeOrder; split_ifs <;> omega, ?_⟩
    have h1 : ∑ i, chargeOrder L s (i + 1) = ∑ i, chargeOrder L s i :=
      Equiv.sum_comp (Equiv.addRight (1 : ZMod L)) (chargeOrder L s)
    have h2 : ∑ i, (chargeOrder L s i + chargeOrder L s (i + 1)) = ∑ _i : ZMod L, 2 :=
      Finset.sum_congr rfl fun i _ => chargeOrder_bond hL s i
    rw [Finset.sum_add_distrib, h1, Finset.sum_const, Finset.card_univ, ZMod.card,
      smul_eq_mul] at h2
    omega
  have hQ : siteFluct (chargeOrder L s) = L := by
    have h : ∀ i, ((chargeOrder L s i : ℝ) - 1) ^ 2 = 1 := by
      intro i
      unfold chargeOrder
      split_ifs <;> norm_num
    simp [siteFluct, h, ZMod.card]
  have hB : bondFluct (chargeOrder L s) = 0 := by
    refine Finset.sum_eq_zero fun i _ => ?_
    have h : (chargeOrder L s i : ℝ) + chargeOrder L s (i + 1) = 2 := by
      exact_mod_cast chargeOrder_bond hL s i
    rw [h]
    norm_num
  refine ⟨hadm, ?_⟩
  rw [energy_eq_fluct U V hadm, hQ, hB]
  ring
```

Summing the bond relation over the ring counts every site twice, so twice the electron number is \(2L\), which proves half filling. The values \(Q=L\) and \(B=0\) then give the energy \(LU/2\) through the identity.

```lean
/-- On an even ring, an occupation without bond fluctuation is the Mott state or one of the
two charge-ordered states. -/
theorem eq_of_bondFluct_eq_zero (hL : Even L) {n : ZMod L → ℕ} (h : bondFluct n = 0) :
    n = mott L ∨ n = chargeOrder L 0 ∨ n = chargeOrder L 1 := by
  have hb : ∀ i, n i + n (i + 1) = 2 := by
    intro i
    have h1 := (Finset.sum_eq_zero_iff_of_nonneg (fun i _ => sq_nonneg _)).1 h i
      (Finset.mem_univ i)
    have h2 : (n i : ℝ) + n (i + 1) - 2 = 0 := pow_eq_zero_iff (two_ne_zero) |>.1 h1
    have h3 : (n i : ℝ) + n (i + 1) = 2 := by linarith
    exact_mod_cast h3
  -- the bond condition carries the occupation of site 0 around the ring
  have ext0 : ∀ g : ZMod L → ℕ, (∀ i, g i + g (i + 1) = 2) → n 0 = g 0 → n = g := by
    intro g hg h0
    have hk : ∀ k : ℕ, n (k : ZMod L) = g (k : ZMod L) := by
      intro k
      induction k with
      | zero => simpa using h0
      | succ k ih =>
        have a := hb (k : ZMod L)
        have b := hg (k : ZMod L)
        rw [Nat.cast_succ]
        omega
    funext i
    have := hk i.val
    rwa [ZMod.natCast_zmod_val] at this
  have h0 : n 0 = 1 ∨ n 0 = 2 ∨ n 0 = 0 := by
    have := hb 0
    omega
  rcases h0 with h0 | h0 | h0
  · exact Or.inl (ext0 _ (fun _ => rfl) h0)
  · exact Or.inr (Or.inl (ext0 _ (chargeOrder_bond hL 0) (by simp [h0, chargeOrder])))
  · exact Or.inr (Or.inr (ext0 _ (chargeOrder_bond hL 1) (by simp [h0, chargeOrder])))
```

A sum of squares is zero only if every term is zero, which gives `hb`. The auxiliary statement `ext0` is the propagation argument: two configurations that obey the bond relation and agree at site 0 agree everywhere, by induction on the site number. The three possible values of `n 0` finish the proof.

## The ground energy

```lean
/-- For `V ≥ 0`, the lowest energy of the half-filled even ring without hopping is `L min(V, U/2)`.
-/
theorem ground_energy (hL : Even L) (U : ℝ) {V : ℝ} (hV : 0 ≤ V) :
    IsLeast {E : ℝ | ∃ n : ZMod L → ℕ, Admissible n ∧ energy U V n = E}
      (L * min V (U / 2)) := by
  constructor
  · rcases le_total V (U / 2) with h | h
    · rw [min_eq_left h]
      exact ⟨mott L, mott_spec U V⟩
    · rw [min_eq_right h]
      exact ⟨chargeOrder L 0, chargeOrder_spec hL U V 0⟩
  · rintro E ⟨n, hn, rfl⟩
    have hQ : 0 ≤ siteFluct n := Finset.sum_nonneg fun i _ => sq_nonneg _
    have hB : 0 ≤ bondFluct n := Finset.sum_nonneg fun i _ => sq_nonneg _
    have hVB := mul_nonneg hV hB
    rw [energy_eq_fluct U V hn]
    -- the bound is linear in the site fluctuation, which lies between 0 and L
    rcases le_total V (U / 2) with h | h
    · rw [min_eq_left h]
      nlinarith [mul_nonneg (sub_nonneg.2 h) hQ]
    · rw [min_eq_right h]
      nlinarith [mul_nonneg (sub_nonneg.2 h) (sub_nonneg.2 (siteFluct_le hn))]
```

The set contains the energies of all half-filled occupations, and `IsLeast` says that \(L\min(V,U/2)\) belongs to it and is a lower bound for it. The first part uses the Mott state or a charge-ordered state, according to which of \(V\) and \(U/2\) is smaller. The second part repeats the two-case estimate above.

The hypothesis `hV` says that neighbouring electrons do not attract each other. \(U\) may have either sign. With attractive \(V\), clustering can win: for \(L=6\), \(U=0\) and \(V=-1\), the occupation \((2,2,2,0,0,0)\) has energy \(-8\), below \(L\min(V,U/2)=-6\).

## Which states reach the minimum

```lean
/-- For `V ≥ 0` and `U > 2V` the Mott state is the only half-filled occupation with energy `L V`. -/
theorem mott_unique {U V : ℝ} (hV : 0 ≤ V) (hUV : 2 * V < U) {n : ZMod L → ℕ}
    (hn : Admissible n) : energy U V n = L * V ↔ n = mott L := by
  constructor
  · intro h
    rw [energy_eq_fluct U V hn] at h
    have hQ : 0 ≤ siteFluct n := Finset.sum_nonneg fun i _ => sq_nonneg _
    have hB : 0 ≤ bondFluct n := Finset.sum_nonneg fun i _ => sq_nonneg _
    have hVB := mul_nonneg hV hB
    have hQ0 : siteFluct n = 0 := by
      by_contra hne
      have hpos := mul_pos (show 0 < U / 2 - V by linarith) (lt_of_le_of_ne hQ (Ne.symm hne))
      linarith
    funext i
    have h1 := (Finset.sum_eq_zero_iff_of_nonneg (fun i _ => sq_nonneg _)).1 hQ0 i
      (Finset.mem_univ i)
    have h2 : (n i : ℝ) - 1 = 0 := pow_eq_zero_iff (two_ne_zero) |>.1 h1
    have h3 : (n i : ℝ) = 1 := by linarith
    exact_mod_cast h3
  · rintro rfl
    exact (mott_spec U V).2
```

When \(U>2V\), a positive \(Q\) would raise the energy above \(LV\). Therefore \(Q=0\), and every site holds one electron. This statement also holds on odd rings.

```lean
/-- On an even ring with `V > 0` and `U < 2V`, the half-filled occupations with energy `L U / 2` are
exactly the two charge-ordered states; at `U = 2V` the Mott state joins them. -/
theorem chargeOrder_and_crossing (hL : Even L) {U V : ℝ} (hV : 0 < V) {n : ZMod L → ℕ}
    (hn : Admissible n) :
    (U < 2 * V → (energy U V n = L * (U / 2) ↔
      n = chargeOrder L 0 ∨ n = chargeOrder L 1)) ∧
    (U = 2 * V → (energy U V n = L * (U / 2) ↔
      n = mott L ∨ n = chargeOrder L 0 ∨ n = chargeOrder L 1)) := by
  -- in both regimes the minimal energy forces the bond fluctuation to vanish
  have key : U ≤ 2 * V → energy U V n = L * (U / 2) →
      n = mott L ∨ n = chargeOrder L 0 ∨ n = chargeOrder L 1 := by
    intro hUV h
    rw [energy_eq_fluct U V hn] at h
    have hB : 0 ≤ bondFluct n := Finset.sum_nonneg fun i _ => sq_nonneg _
    have h1 := mul_nonneg (show 0 ≤ V - U / 2 by linarith) (sub_nonneg.2 (siteFluct_le hn))
    apply eq_of_bondFluct_eq_zero hL
    by_contra hne
    have hpos := mul_pos hV (lt_of_le_of_ne hB (Ne.symm hne))
    nlinarith
  constructor
  · intro hUV
    constructor
    · intro h
      rcases key hUV.le h with h1 | h1
      · rw [h1, (mott_spec U V).2] at h
        have hLpos : (0 : ℝ) < L := by exact_mod_cast Nat.pos_of_ne_zero (NeZero.ne L)
        have := mul_pos hLpos (show 0 < V - U / 2 by linarith)
        exact absurd h (by intro h'; linarith)
      · exact h1
    · rintro (rfl | rfl)
      · exact (chargeOrder_spec hL U V 0).2
      · exact (chargeOrder_spec hL U V 1).2
  · intro hUV
    refine ⟨key hUV.le, ?_⟩
    rintro (rfl | rfl | rfl)
    · rw [(mott_spec U V).2, hUV]
      ring
    · exact (chargeOrder_spec hL U V 0).2
    · exact (chargeOrder_spec hL U V 1).2

end

end ExtendedHubbardAtomicLimit
```

The step `key` shows that an occupation with energy \(LU/2\) has \(B=0\) whenever \(U\le 2V\), which leaves the three candidates. For \(U<2V\) the Mott state is excluded because its energy \(LV\) is larger; at \(U=2V\) it has the same energy and stays.

The strict inequality \(V>0\) matters for this classification. At \(V=0\) and \(U<0\) the energy is \(UQ/2\), and any arrangement of \(L/2\) doubly occupied sites is a ground state, whether or not it alternates.

For the extended Hubbard model, these theorems fix the boundary between Mott and charge-ordered ground states on a finite even ring with the hopping set to zero; they do not say how hopping shifts that boundary or what replaces the degeneracy at \(U=2V\).

```lean
#print axioms ExtendedHubbardAtomicLimit.ground_energy
-- 'ExtendedHubbardAtomicLimit.ground_energy' depends on axioms: [propext, Classical.choice, Quot.sound]
#print axioms ExtendedHubbardAtomicLimit.mott_unique
-- 'ExtendedHubbardAtomicLimit.mott_unique' depends on axioms: [propext, Classical.choice, Quot.sound]
#print axioms ExtendedHubbardAtomicLimit.chargeOrder_and_crossing
-- 'ExtendedHubbardAtomicLimit.chargeOrder_and_crossing' depends on axioms: [propext, Classical.choice, Quot.sound]
```
